# The excess grand potential of a planar interface is independent of the Gibbs dividing surface exactly when the bulk grand-potential densities agree

## Profiles, bulk values and excesses

A planar interface is described by density profiles along its normal coordinate $z$, with all extensive quantities taken per unit area. Phase $a$ lies on the left and phase $b$ on the right. The profiles are given real functions; no equation of state relates them.

```lean
import Mathlib

open MeasureTheory Set

namespace GibbsDividingSurface

noncomputable section
```

A profile $f$ has bulk values $f_a$ and $f_b$ if $f-f_a$ is integrable on every left half-line and $f-f_b$ on every right half-line. Physically, the interface disturbs only a finite amount per unit area. `HasBulk f fa fb` states this condition, which is assumed for each profile; a tail decaying as $1/|z|$ violates it.

```lean
/-- The profile `f` has bulk values `fa` on the left and `fb` on the right: its deviations
from them are integrable on left and right half-lines respectively. -/
structure HasBulk (f : ℝ → ℝ) (fa fb : ℝ) : Prop where
  left : ∀ s, IntegrableOn (fun z => f z - fa) (Iic s)
  right : ∀ s, IntegrableOn (fun z => f z - fb) (Ioi s)
```

For a dividing surface at $s$, the excess compares the real profile with two uniform phases that meet at $s$:

$$X_f(s)=\int_{-\infty}^{s}(f-f_a)\,dz+\int_s^{\infty}(f-f_b)\,dz .$$

```lean
/-- The surface excess per unit area of the density profile `f`, for a dividing surface
at position `s` between bulk phases of densities `fa` and `fb`. -/
def excess (f : ℝ → ℝ) (fa fb s : ℝ) : ℝ :=
  (∫ z in Iic s, (f z - fa)) + ∫ z in Ioi s, (f z - fb)
```

For a temperature $T$ and chemical potentials $\mu_i$ common to both phases, one function forms $E-TS-\sum_i\mu_iN_i$. It serves for bulk densities and for excesses alike, with any finite set `ι` of components.

```lean
/-- The grand-potential combination `E - T S - ∑ μᵢ Nᵢ` of an energy, an entropy and
particle numbers, which may be bulk densities or surface excesses. -/
def grandPotential {ι : Type*} [Fintype ι] (T : ℝ) (μ : ι → ℝ) (E S : ℝ) (N : ι → ℝ) : ℝ :=
  E - T * S - ∑ i, μ i * N i
```

The simplest profile jumps from $f_a$ to $f_b$ at $z_0$.

```lean
/-- A sharp interface at `z0`: density `fa` up to `z0` and `fb` beyond it. -/
def stepProfile (fa fb z0 z : ℝ) : ℝ := if z ≤ z0 then fa else fb
```

## Moving the surface exchanges one slab

Let $s\le s'$. Splitting the half-lines at the slab $(s,s']$ leaves only the slab's contribution in the difference:

$$X_f(s')-X_f(s)=\int_s^{s'}\big[(f-f_a)-(f-f_b)\big]dz=(f_b-f_a)(s'-s).$$

In the proof, `hL` and `hR` are the two splittings and `hI` is the slab integral, in which $f$ cancels. The final `linear_combination` adds them with the appropriate signs.

```lean
/-- Moving the dividing surface to the right from `s` to `s'` changes the excess by the
difference of the bulk densities times the displacement. -/
theorem excess_shift_of_le {f : ℝ → ℝ} {fa fb : ℝ} (h : HasBulk f fa fb) {s s' : ℝ}
    (hs : s ≤ s') :
    excess f fa fb s' - excess f fa fb s = (fb - fa) * (s' - s) := by
  have h1 : IntegrableOn (fun z => f z - fa) (Ioc s s') :=
    (h.left s').mono_set (fun z hz => hz.2)
  have h2 : IntegrableOn (fun z => f z - fb) (Ioc s s') :=
    (h.right s).mono_set (fun z hz => hz.1)
  -- split both half-lines at the slab between the two surfaces
  have hL : ∫ z in Iic s', (f z - fa)
      = (∫ z in Iic s, (f z - fa)) + ∫ z in Ioc s s', (f z - fa) := by
    rw [← Iic_union_Ioc_eq_Iic hs]
    exact setIntegral_union
      (Set.disjoint_left.2 fun z k1 k2 => (not_lt.2 (Set.mem_Iic.1 k1)) k2.1)
      measurableSet_Ioc (h.left s) h1
  have hR : ∫ z in Ioi s, (f z - fb)
      = (∫ z in Ioc s s', (f z - fb)) + ∫ z in Ioi s', (f z - fb) := by
    rw [← Ioc_union_Ioi_eq_Ioi hs]
    exact setIntegral_union
      (Set.disjoint_left.2 fun z k1 k2 => (not_lt.2 k1.2) (Set.mem_Ioi.1 k2))
      measurableSet_Ioi h2 (h.right s')
  -- in the slab the profile itself cancels
  have hI : (∫ z in Ioc s s', (f z - fa)) - ∫ z in Ioc s s', (f z - fb)
      = (fb - fa) * (s' - s) := by
    calc (∫ z in Ioc s s', (f z - fa)) - ∫ z in Ioc s s', (f z - fb)
        = ∫ z in Ioc s s', ((f z - fa) - (f z - fb)) := (integral_sub h1 h2).symm
      _ = ∫ _z in Ioc s s', (fb - fa) := by
          congr 1
          funext z
          ring
      _ = (fb - fa) * (s' - s) := by
          rw [← intervalIntegral.integral_of_le hs, intervalIntegral.integral_const,
            smul_eq_mul]
          ring
  unfold excess
  linear_combination hL - hR + hI
```

If $s'\le s$, exchanging the two positions reverses both signs, so the law holds in either order.

```lean
/-- For any two positions of the dividing surface, the excesses differ by the difference
of the bulk densities times the displacement. -/
theorem excess_shift {f : ℝ → ℝ} {fa fb : ℝ} (h : HasBulk f fa fb) (s s' : ℝ) :
    excess f fa fb s' - excess f fa fb s = (fb - fa) * (s' - s) := by
  rcases le_total s s' with hs | hs
  · exact excess_shift_of_le h hs
  · linear_combination -(excess_shift_of_le h hs)
```

Integrability matters here. Take $f=2$ everywhere, with claimed bulk values $f_a=0$ and $f_b=1$. Both integrals diverge; Lean assigns them the value zero, so `excess` is zero at every $s$, whereas the shift law would require a change of $s'-s$.

The excess could also have been modelled as the limit of $\int_{-L}^{L}f\,dz-f_a(s+L)-f_b(L-s)$ as $L\to\infty$. For locally integrable $f$ this would admit some oscillating tails that are not absolutely integrable, and the same shift law would hold wherever the limit exists.

## Equal bulk grand-potential densities

Let $e$, $\eta$ and $n_i$ be the energy, entropy and particle-number density profiles. Write $\omega_a=e_a-T\eta_a-\sum_i\mu_i n_{i,a}$, likewise $\omega_b$, and $\Omega(s)=X_e(s)-TX_\eta(s)-\sum_i\mu_iX_{n_i}(s)$. Adding the shift laws with coefficients $1$, $-T$ and $-\mu_i$ gives

$$\Omega(s')-\Omega(s)=(\omega_b-\omega_a)(s'-s).$$

The proof first collects the particle terms in `hsum`, then adds the energy and entropy terms.

```lean
/-- The excess grand potential of a mixture changes by the difference of the bulk
grand-potential densities times the displacement of the dividing surface. -/
theorem grandPotential_shift {ι : Type*} [Fintype ι] (T : ℝ) (μ : ι → ℝ)
    {e η : ℝ → ℝ} {n : ι → ℝ → ℝ} {ea eb ηa ηb : ℝ} {na nb : ι → ℝ}
    (he : HasBulk e ea eb) (hη : HasBulk η ηa ηb) (hn : ∀ i, HasBulk (n i) (na i) (nb i))
    (s s' : ℝ) :
    grandPotential T μ (excess e ea eb s') (excess η ηa ηb s')
        (fun i => excess (n i) (na i) (nb i) s')
      - grandPotential T μ (excess e ea eb s) (excess η ηa ηb s)
        (fun i => excess (n i) (na i) (nb i) s)
      = (grandPotential T μ eb ηb nb - grandPotential T μ ea ηa na) * (s' - s) := by
  have hsum : ∑ i, μ i * excess (n i) (na i) (nb i) s'
      - ∑ i, μ i * excess (n i) (na i) (nb i) s
      = (∑ i, μ i * nb i - ∑ i, μ i * na i) * (s' - s) := by
    rw [← Finset.sum_sub_distrib, ← Finset.sum_sub_distrib, Finset.sum_mul]
    refine Finset.sum_congr rfl fun i _ => ?_
    linear_combination μ i * excess_shift (hn i) s s'
  unfold grandPotential
  linear_combination excess_shift he s s' - T * excess_shift hη s s' - hsum
```

If $\omega_a=\omega_b$, the right-hand side vanishes for all positions. Conversely, if $\Omega$ is constant, the choice $s=0$, $s'=1$ gives $\omega_b-\omega_a=0$. For bulk fluids $\omega=-p$, so the condition expresses equal pressures across a planar interface.

```lean
/-- The excess grand potential per area is independent of the position of the dividing
surface if and only if the two bulk phases have equal grand-potential densities. -/
theorem grandPotential_invariant_iff {ι : Type*} [Fintype ι] (T : ℝ) (μ : ι → ℝ)
    {e η : ℝ → ℝ} {n : ι → ℝ → ℝ} {ea eb ηa ηb : ℝ} {na nb : ι → ℝ}
    (he : HasBulk e ea eb) (hη : HasBulk η ηa ηb)
    (hn : ∀ i, HasBulk (n i) (na i) (nb i)) :
    (∀ s s', grandPotential T μ (excess e ea eb s') (excess η ηa ηb s')
          (fun i => excess (n i) (na i) (nb i) s')
        = grandPotential T μ (excess e ea eb s) (excess η ηa ηb s)
          (fun i => excess (n i) (na i) (nb i) s))
      ↔ grandPotential T μ ea ηa na = grandPotential T μ eb ηb nb := by
  constructor
  · intro h
    -- a unit displacement reads off the difference of the bulk densities
    linear_combination grandPotential_shift T μ he hη hn 0 1 - h 0 1
  · intro h s s'
    linear_combination grandPotential_shift T μ he hη hn s s' - (s' - s) * h
```

## The equimolar surface

For one species, $X_n(s)=X_n(0)+(n_b-n_a)s$. If $n_a\ne n_b$, the only zero is

$$s_0=-\frac{X_n(0)}{n_b-n_a}.$$

If $n_a=n_b$, the excess is constant and vanishes either everywhere or nowhere, never at exactly one position. The proof uses this directly: a zero at $s$ would force another at $s+1$. In the other direction it constructs the zero by division and obtains uniqueness by cancelling $n_b-n_a$.

```lean
/-- There is exactly one dividing surface with vanishing excess of a species (the equimolar
surface) if and only if its two bulk densities differ. -/
theorem existsUnique_equimolar_iff {n : ℝ → ℝ} {na nb : ℝ} (h : HasBulk n na nb) :
    (∃! s, excess n na nb s = 0) ↔ na ≠ nb := by
  constructor
  · rintro ⟨s, hs, hu⟩ heq
    have hs' : excess n na nb s = 0 := hs
    -- with equal bulk densities the neighbouring surface would be equimolar too
    have h2 : excess n na nb (s + 1) = 0 := by
      linear_combination excess_shift h s (s + 1) + hs' - heq
    have h3 : s + 1 = s := hu (s + 1) h2
    linarith
  · intro hne
    have hd : nb - na ≠ 0 := sub_ne_zero.2 hne.symm
    obtain ⟨t, ht⟩ : ∃ t, (nb - na) * t = -excess n na nb 0 :=
      ⟨-excess n na nb 0 / (nb - na), by field_simp⟩
    have hX : excess n na nb t = 0 := by
      linear_combination excess_shift h 0 t + ht
    refine ⟨t, hX, fun y hy => ?_⟩
    have hy' : excess n na nb y = 0 := hy
    exact mul_left_cancel₀ hd (by linear_combination hy' - hX - excess_shift h t y)
```

## Adsorption relative to a solvent

Let $s_0$ be the equimolar surface of a solvent $n$ with $n_a\ne n_b$, and let $c$ be a solute. Then $X_n(s)=(n_b-n_a)(s-s_0)$ and $X_c(s)-X_c(s_0)=(c_b-c_a)(s-s_0)$. Eliminating $s-s_0$ gives

$$X_c(s_0)=X_c(s)-X_n(s)\frac{c_b-c_a}{n_b-n_a}.$$

In simulations of a single planar interface whose profiles have integrable deviations from bulk, this converts adsorptions computed at any dividing surface to the solvent's equimolar convention.

```lean
/-- The excess of a solute `c` at the equimolar surface `s0` of a solvent `n` follows from the
excesses of both species at an arbitrary dividing surface `s` and their bulk densities, provided the
two bulk densities of the solvent differ. -/
theorem relative_adsorption {n c : ℝ → ℝ} {na nb ca cb : ℝ} (hn : HasBulk n na nb)
    (hc : HasBulk c ca cb) (hne : na ≠ nb) {s0 : ℝ} (h0 : excess n na nb s0 = 0) (s : ℝ) :
    excess c ca cb s0
      = excess c ca cb s - excess n na nb s * ((cb - ca) / (nb - na)) := by
  have hd : nb - na ≠ 0 := sub_ne_zero.2 hne.symm
  have h1 : excess n na nb s = (nb - na) * (s - s0) := by
    linear_combination excess_shift hn s0 s + h0
  have h2 : (nb - na) * ((cb - ca) / (nb - na)) = cb - ca := by field_simp
  rw [h1]
  linear_combination (s - s0) * h2 - excess_shift hc s0 s
```

## A sharp step

For the step profile, $f-f_a$ vanishes up to $z_0$ and is constant on any remaining bounded interval $(z_0,s]$, hence integrable on every left half-line; the right side is analogous. At $s=z_0$ both integrands vanish, so $X_f(z_0)=0$, and the shift law gives $X_f(s)=(f_b-f_a)(s-z_0)$. Thus `HasBulk` is satisfiable for every pair of bulk values.

```lean
/-- A sharp step at `z0` has the required bulk behaviour, and its excess is the density difference
times the signed displacement `s - z0` of the dividing surface from the step. -/
theorem stepProfile_witness (fa fb z0 : ℝ) :
    HasBulk (stepProfile fa fb z0) fa fb ∧
      ∀ s, excess (stepProfile fa fb z0) fa fb s = (fb - fa) * (s - z0) := by
  have hl : ∀ z ∈ Iic z0, stepProfile fa fb z0 z - fa = 0 := fun z hz => by
    simp [stepProfile, Set.mem_Iic.1 hz]
  have hr : ∀ z ∈ Ioi z0, stepProfile fa fb z0 z - fb = 0 := fun z hz => by
    simp [stepProfile, not_le.2 (Set.mem_Ioi.1 hz)]
  have hb : HasBulk (stepProfile fa fb z0) fa fb := by
    constructor
    · intro s
      have h1 : IntegrableOn (fun z => stepProfile fa fb z0 z - fa) (Iic z0) :=
        integrableOn_zero.congr_fun (fun z hz => (hl z hz).symm) measurableSet_Iic
      have h2 : IntegrableOn (fun z => stepProfile fa fb z0 z - fa) (Ioc z0 s) :=
        (continuous_const (y := fb - fa)).integrableOn_Ioc.congr_fun
          (fun z hz => by simp [stepProfile, not_le.2 hz.1]) measurableSet_Ioc
      exact (h1.union h2).mono_set fun z hz =>
        (le_or_gt z z0).elim Or.inl fun k => Or.inr ⟨k, hz⟩
    · intro s
      have h1 : IntegrableOn (fun z => stepProfile fa fb z0 z - fb) (Ioi z0) :=
        integrableOn_zero.congr_fun (fun z hz => (hr z hz).symm) measurableSet_Ioi
      have h2 : IntegrableOn (fun z => stepProfile fa fb z0 z - fb) (Ioc s z0) :=
        (continuous_const (y := fa - fb)).integrableOn_Ioc.congr_fun
          (fun z hz => by simp [stepProfile, hz.2]) measurableSet_Ioc
      exact (h1.union h2).mono_set fun z hz =>
        (le_or_gt z z0).elim (fun k => Or.inr ⟨hz, k⟩) Or.inl
  refine ⟨hb, fun s => ?_⟩
  -- the excess vanishes at the step itself; the shift law gives the rest
  have h0 : excess (stepProfile fa fb z0) fa fb z0 = 0 := by
    unfold excess
    rw [setIntegral_eq_zero_of_forall_eq_zero hl, setIntegral_eq_zero_of_forall_eq_zero hr,
      add_zero]
  linear_combination excess_shift hb z0 s + h0

end

end GibbsDividingSurface
```

```lean
#print axioms GibbsDividingSurface.grandPotential_invariant_iff
#print axioms GibbsDividingSurface.existsUnique_equimolar_iff
#print axioms GibbsDividingSurface.relative_adsorption
```

```
'GibbsDividingSurface.grandPotential_invariant_iff' depends on axioms: [propext, Classical.choice, Quot.sound]
'GibbsDividingSurface.existsUnique_equimolar_iff' depends on axioms: [propext, Classical.choice, Quot.sound]
'GibbsDividingSurface.relative_adsorption' depends on axioms: [propext, Classical.choice, Quot.sound]
```
